# Populations, cycle current and entropy production in the steady state of a three-state network with positive rates

## Rates, populations and currents

A system hops at random among three states with constant rates. In its steady state, how is the probability shared out, and how fast does it circulate? The states are labelled 0, 1, 2, and $k_{ij}$ is the rate from $i$ to $j$; many textbooks use the opposite index order. The population of state $i$ is $p_i$, and the net current from $i$ to $j$ is

$$J_{ij}=p_i k_{ij}-p_j k_{ji}.$$

In Lean, rates and populations are real-valued functions on `Fin 3`. Diagonal entries `k i i` are allowed but have no effect, since $J_{ii}=0$.

```lean
import Mathlib

open Finset

namespace ThreeStateSteadyState

noncomputable section

/-- Net probability current from state `i` to state `j`, for populations `p` and
rates `k i j` from `i` to `j`. -/
def current (k : Fin 3 → Fin 3 → ℝ) (p : Fin 3 → ℝ) (i j : Fin 3) : ℝ :=
  p i * k i j - p j * k j i
```

The steady master equation says that the net inflow into each state is zero.

```lean
/-- Steady master equation: the total net current into every state vanishes. -/
def Stationary (k : Fin 3 → Fin 3 → ℝ) (p : Fin 3 → ℝ) : Prop :=
  ∀ i, ∑ j, current k p j i = 0
```

The spanning-tree sum $T_i$ adds the rate products of the three trees directed towards $i$. For state 0 these are $1\to0\leftarrow2$, $1\to2\to0$ and $2\to1\to0$:

$$\begin{aligned}
T_0&=k_{10}k_{20}+k_{12}k_{20}+k_{21}k_{10},\\
T_1&=k_{01}k_{21}+k_{02}k_{21}+k_{20}k_{01},\\
T_2&=k_{02}k_{12}+k_{01}k_{12}+k_{10}k_{02}.
\end{aligned}$$

```lean
/-- Spanning-tree sum of a state: the sum, over the three spanning trees directed towards
that state, of the product of the rates along the tree. -/
def treeWeight (k : Fin 3 → Fin 3 → ℝ) : Fin 3 → ℝ
  | 0 => k 1 0 * k 2 0 + k 1 2 * k 2 0 + k 2 1 * k 1 0
  | 1 => k 0 1 * k 2 1 + k 0 2 * k 2 1 + k 2 0 * k 0 1
  | 2 => k 0 2 * k 1 2 + k 0 1 * k 1 2 + k 1 0 * k 0 2
```

Their total is $Z=T_0+T_1+T_2$, which is not a partition function: it has the units of a rate squared.

```lean
/-- Total of the three spanning-tree sums. -/
def treeTotal (k : Fin 3 → Fin 3 → ℝ) : ℝ := ∑ i, treeWeight k i
```

The entropy production $\sigma$, in units of the Boltzmann constant, multiplies each edge current by its force $\ln(p_ik_{ij}/p_jk_{ji})$ and adds the three edges.

```lean
/-- Entropy production rate in units of the Boltzmann constant: current times thermodynamic
force, summed over the three edges, for positive populations and positive rates. -/
def entropyProduction (k : Fin 3 → Fin 3 → ℝ) (p : Fin 3 → ℝ) : ℝ :=
  current k p 0 1 * Real.log (p 0 * k 0 1 / (p 1 * k 1 0))
    + current k p 1 2 * Real.log (p 1 * k 1 2 / (p 2 * k 2 1))
    + current k p 2 0 * Real.log (p 2 * k 2 0 / (p 0 * k 0 2))
```

Reading the steady-state value of $\sigma$ as the rate at which entropy is delivered to real reservoirs requires local detailed balance, which ties each ratio $k_{ij}/k_{ji}$ to the entropy exchanged in the hop. None of the hypotheses below supplies that step. Relaxation towards the steady state is not treated either.

## Tree sums balance for any rates

Write $F=k_{01}k_{12}k_{20}$ and $B=k_{02}k_{21}k_{10}$ for the products around the cycle in its two directions. Using the tree sums as unnormalised populations gives, on the first edge,

$$\begin{aligned}
T_0k_{01}-T_1k_{10}
&=(k_{10}k_{20}k_{01}+F+k_{21}k_{10}k_{01})\\
&\quad-(k_{01}k_{21}k_{10}+B+k_{20}k_{01}k_{10})=F-B.
\end{aligned}$$

The relabelling $0\to1\to2\to0$ carries $T_0\to T_1\to T_2\to T_0$ and leaves $F$ and $B$ unchanged, so the other two edges also carry $F-B$. Each state receives as much as it passes on. No sign condition on the rates is used.

Lean checks the three balance equations directly: after the definitions are unfolded, each is a polynomial identity closed by `ring`.

```lean
variable {k : Fin 3 → Fin 3 → ℝ} {p : Fin 3 → ℝ}

/-- The spanning-tree sums solve the steady master equation. -/
theorem treeWeight_stationary (k : Fin 3 → Fin 3 → ℝ) : Stationary k (treeWeight k) := by
  intro i
  match i with
  | 0 => simp only [current, Fin.sum_univ_three, treeWeight]; ring
  | 1 => simp only [current, Fin.sum_univ_three, treeWeight]; ring
  | 2 => simp only [current, Fin.sum_univ_three, treeWeight]; ring
```

## Stationarity: no state fills or empties

The hypothesis `Stationary k p` (called `h` or `hs`) means that the populations no longer change in time. By hand, it supplies the balance equations for states 0 and 1:

$$\begin{aligned}
E_0&:\; p_1k_{10}+p_2k_{20}-p_0(k_{01}+k_{02})=0,\\
E_1&:\; p_0k_{01}+p_2k_{21}-p_1(k_{10}+k_{12})=0.
\end{aligned}$$

In $k_{21}E_0-k_{20}E_1$ the population $p_2$ cancels, leaving

$$p_1(k_{10}k_{20}+k_{12}k_{20}+k_{21}k_{10})-p_0(k_{01}k_{21}+k_{02}k_{21}+k_{20}k_{01})=0,$$

that is, $p_1T_0=p_0T_1$. Cyclic relabelling gives the other pairs, so $p_iT_j=p_jT_i$ for all $i,j$.

The first `linear_combination` line carries exactly these multipliers, the other two carry their cyclic relabellings, and the final `match` lists the nine index pairs.

```lean
/-- Any stationary populations stand in the ratios of the spanning-tree sums,
written without division. -/
theorem stationary_ratio (h : Stationary k p) (i j : Fin 3) :
    p i * treeWeight k j = p j * treeWeight k i := by
  have h0 := h 0
  have h1 := h 1
  have h2 := h 2
  simp only [current, Fin.sum_univ_three] at h0 h1 h2
  -- eliminate the third population from two balance equations
  have a : p 1 * treeWeight k 0 = p 0 * treeWeight k 1 := by
    simp only [treeWeight]
    linear_combination k 2 1 * h0 - k 2 0 * h1
  have b : p 2 * treeWeight k 1 = p 1 * treeWeight k 2 := by
    simp only [treeWeight]
    linear_combination k 0 2 * h1 - k 0 1 * h2
  have c : p 0 * treeWeight k 2 = p 2 * treeWeight k 0 := by
    simp only [treeWeight]
    linear_combination k 1 0 * h2 - k 1 2 * h0
  match i, j with
  | 0, 0 => rfl
  | 0, 1 => exact a.symm
  | 0, 2 => exact c
  | 1, 0 => exact a
  | 1, 1 => rfl
  | 1, 2 => exact b.symm
  | 2, 0 => exact c.symm
  | 2, 1 => exact b
  | 2, 2 => rfl
```

Without stationarity there need not be a common current. With $p=(1,0,0)$ and positive rates, the currents along $0\to1$, $1\to2$ and $2\to0$ are $k_{01}$, $0$ and $-k_{02}$.

## Positive rates: every hop can be reversed

The hypothesis `hk` says that $k_{ij}>0$ whenever $i\neq j$: every direct transition occurs, in both directions. Each $T_i$ is then a sum of positive products, so $T_i>0$ and $Z>0$. By hand, this permits division by $Z$. It also makes the logarithms in $\sigma$ meaningful in the steady state, where the populations will turn out to be $T_i/Z$ and hence positive. In Lean, `positivity` handles each tree sum and `Finset.sum_pos` the total.

```lean
/-- If all rates between distinct states are positive, every spanning-tree sum is positive. -/
theorem treeWeight_pos (hk : ∀ i j, i ≠ j → 0 < k i j) (i : Fin 3) :
    0 < treeWeight k i := by
  have h01 := hk 0 1 (by decide)
  have h02 := hk 0 2 (by decide)
  have h10 := hk 1 0 (by decide)
  have h12 := hk 1 2 (by decide)
  have h20 := hk 2 0 (by decide)
  have h21 := hk 2 1 (by decide)
  match i with
  | 0 => simp only [treeWeight]; positivity
  | 1 => simp only [treeWeight]; positivity
  | 2 => simp only [treeWeight]; positivity

/-- If all rates between distinct states are positive, the total of the spanning-tree sums
is positive. -/
theorem treeTotal_pos (hk : ∀ i j, i ≠ j → 0 < k i j) : 0 < treeTotal k :=
  Finset.sum_pos (fun i _ => treeWeight_pos hk i) Finset.univ_nonempty
```

Nonnegative rates alone do not guarantee a unique steady state. If $k_{01}=k_{10}=1$ and all other rates vanish, then $Z=0$, and both $(\tfrac12,\tfrac12,0)$ and $(0,0,1)$ are stationary.

## Normalisation: the system is in one of the three states

The hypothesis `hn` is $\sum_ip_i=1$. Summing the ratio relation over $j$ gives

$$p_iZ=\sum_jp_iT_j=\sum_jp_jT_i=T_i,\qquad p_i=\frac{T_i}{Z}.$$

Conversely, populations of this form sum to $Z/Z=1$, and their currents are those of the tree sums divided by $Z$, so they still balance. The theorem is therefore an equivalence, giving existence and uniqueness together. Positive populations are a consequence of the formula, not an assumption.

The `calc` block is the displayed chain. In the converse, `hc` is the scaling of the currents by $1/Z$.

```lean
/-- For positive rates, populations are stationary and sum to one exactly when each one is the
spanning-tree sum of its state divided by the total of the three sums. -/
theorem stationary_iff (hk : ∀ i j, i ≠ j → 0 < k i j) :
    (Stationary k p ∧ ∑ i, p i = 1) ↔ ∀ i, p i = treeWeight k i / treeTotal k := by
  have hZ : treeTotal k ≠ 0 := (treeTotal_pos hk).ne'
  constructor
  · rintro ⟨hs, hn⟩ i
    rw [eq_div_iff hZ]
    -- sum the ratio relation over all states and use normalisation
    calc p i * treeTotal k = ∑ j, p i * treeWeight k j := by
          rw [treeTotal, Finset.mul_sum]
      _ = ∑ j, p j * treeWeight k i :=
          Finset.sum_congr rfl (fun j _ => stationary_ratio hs i j)
      _ = treeWeight k i := by rw [← Finset.sum_mul, hn, one_mul]
  · intro hp
    constructor
    · intro i
      have hc : ∀ j, current k p j i = current k (treeWeight k) j i / treeTotal k := by
        intro j
        simp only [current, hp]
        ring
      rw [Finset.sum_congr rfl (fun j _ => hc j), ← Finset.sum_div,
        treeWeight_stationary k i, zero_div]
    · rw [Finset.sum_congr rfl (fun j _ => hp j), ← Finset.sum_div]
      exact div_self hZ
```

Without normalisation, stationarity fixes only ratios: doubling $p$ preserves the balance but doubles every current.

## The three hypotheses together: one current, nonnegative dissipation

Inserting $p_i=T_i/Z$ into the edge currents and using the cancellation found above gives

$$J_{01}=J_{12}=J_{20}=J=\frac{F-B}{Z}.$$

Lean substitutes the populations from `stationary_iff` and simplifies each edge with `ring`.

```lean
/-- For positive rates and normalised stationary populations, the current along each edge of
the cycle 0 → 1 → 2 → 0 is the difference of the two cycle products of rates divided by the
total of the spanning-tree sums. -/
theorem cycle_current (hk : ∀ i j, i ≠ j → 0 < k i j) (hs : Stationary k p)
    (hn : ∑ i, p i = 1) :
    current k p 0 1 = (k 0 1 * k 1 2 * k 2 0 - k 0 2 * k 2 1 * k 1 0) / treeTotal k ∧
    current k p 1 2 = (k 0 1 * k 1 2 * k 2 0 - k 0 2 * k 2 1 * k 1 0) / treeTotal k ∧
    current k p 2 0 = (k 0 1 * k 1 2 * k 2 0 - k 0 2 * k 2 1 * k 1 0) / treeTotal k := by
  have hp := (stationary_iff hk).1 ⟨hs, hn⟩
  refine ⟨?_, ?_, ?_⟩ <;> (simp only [current, hp, treeWeight]; ring)
```

With a common current, the forces add around the cycle and the populations cancel:

$$\sigma=J\ln\frac{p_0k_{01}\,p_1k_{12}\,p_2k_{20}}{p_1k_{10}\,p_2k_{21}\,p_0k_{02}}
=\frac{F-B}{Z}\ln\frac FB.$$

In the proof, `hpos` establishes positive populations, and `edge` splits each logarithm into sums and differences of logarithms, which uses the positivity of the individual rates and populations. The cancellation is then algebraic.

```lean
/-- For positive rates and normalised stationary populations, the entropy production is the
cycle current times the logarithm of the ratio of the two cycle products of rates. -/
theorem entropyProduction_eq (hk : ∀ i j, i ≠ j → 0 < k i j) (hs : Stationary k p)
    (hn : ∑ i, p i = 1) :
    entropyProduction k p =
      (k 0 1 * k 1 2 * k 2 0 - k 0 2 * k 2 1 * k 1 0) / treeTotal k
        * Real.log (k 0 1 * k 1 2 * k 2 0 / (k 0 2 * k 2 1 * k 1 0)) := by
  have hpos : ∀ i, 0 < p i := fun i => by
    rw [(stationary_iff hk).1 ⟨hs, hn⟩ i]
    exact div_pos (treeWeight_pos hk i) (treeTotal_pos hk)
  have h01 := hk 0 1 (by decide)
  have h02 := hk 0 2 (by decide)
  have h10 := hk 1 0 (by decide)
  have h12 := hk 1 2 (by decide)
  have h20 := hk 2 0 (by decide)
  have h21 := hk 2 1 (by decide)
  have edge : ∀ a b c d : ℝ, 0 < a → 0 < b → 0 < c → 0 < d →
      Real.log (a * b / (c * d)) = Real.log a + Real.log b - (Real.log c + Real.log d) := by
    intro a b c d ha hb hc hd
    rw [Real.log_div (mul_pos ha hb).ne' (mul_pos hc hd).ne',
      Real.log_mul ha.ne' hb.ne', Real.log_mul hc.ne' hd.ne']
  obtain ⟨j01, j12, j20⟩ := cycle_current hk hs hn
  -- the populations cancel when the forces are added around the cycle
  rw [entropyProduction, j01, j12, j20,
    edge _ _ _ _ (hpos 0) h01 (hpos 1) h10, edge _ _ _ _ (hpos 1) h12 (hpos 2) h21,
    edge _ _ _ _ (hpos 2) h20 (hpos 0) h02,
    edge _ _ _ _ (mul_pos h01 h12) h20 (mul_pos h02 h21) h10,
    Real.log_mul h01.ne' h12.ne', Real.log_mul h02.ne' h21.ne']
  ring
```

If $F\ge B$, both factors of $\sigma$ are nonnegative; if $F\le B$, both are nonpositive. Either way $\sigma\ge0$. The proof makes the same case distinction with `le_total`.

```lean
/-- For positive rates, the entropy production of normalised stationary populations is
nonnegative. -/
theorem entropyProduction_nonneg (hk : ∀ i j, i ≠ j → 0 < k i j) (hs : Stationary k p)
    (hn : ∑ i, p i = 1) : 0 ≤ entropyProduction k p := by
  rw [entropyProduction_eq hk hs hn]
  have hF : 0 < k 0 1 * k 1 2 * k 2 0 :=
    mul_pos (mul_pos (hk 0 1 (by decide)) (hk 1 2 (by decide))) (hk 2 0 (by decide))
  have hB : 0 < k 0 2 * k 2 1 * k 1 0 :=
    mul_pos (mul_pos (hk 0 2 (by decide)) (hk 2 1 (by decide))) (hk 1 0 (by decide))
  have hZ := treeTotal_pos hk
  -- the current and the logarithm always have the same sign
  rcases le_total (k 0 2 * k 2 1 * k 1 0) (k 0 1 * k 1 2 * k 2 0) with h | h
  · exact mul_nonneg (div_nonneg (sub_nonneg.2 h) hZ.le)
      (Real.log_nonneg ((one_le_div hB).2 h))
  · have h1 := div_nonpos_of_nonpos_of_nonneg (sub_nonpos.2 h) hZ.le
    have h2 := Real.log_nonpos (div_pos hF hB).le ((div_le_one hB).2 h)
    have h3 := mul_nonneg (neg_nonneg.2 h1) (neg_nonneg.2 h2)
    rwa [neg_mul_neg] at h3

end

end ThreeStateSteadyState
```

```lean
#print axioms ThreeStateSteadyState.entropyProduction_eq
#print axioms ThreeStateSteadyState.entropyProduction_nonneg
```

```
'ThreeStateSteadyState.entropyProduction_eq' depends on axioms: [propext, Classical.choice, Quot.sound]
'ThreeStateSteadyState.entropyProduction_nonneg' depends on axioms: [propext, Classical.choice, Quot.sound]
```

## A worked network and the one-way limit

Take $k_{01}=3$, $k_{12}=2$ and the other four rates equal to 1, all in $\mathrm{s^{-1}}$. Then, in $\mathrm{s^{-2}}$,

$$T_0=1+2+1=4,\quad T_1=3+1+3=7,\quad T_2=2+6+1=9,\quad Z=20,$$

so $p=(0.20,\,0.35,\,0.45)$. The three edges agree:

$$\begin{aligned}
J_{01}&=0.20\cdot3-0.35\cdot1=0.25\ \mathrm{s^{-1}},\\
J_{12}&=0.35\cdot2-0.45\cdot1=0.25\ \mathrm{s^{-1}},\\
J_{20}&=0.45\cdot1-0.20\cdot1=0.25\ \mathrm{s^{-1}}.
\end{aligned}$$

The cycle formula gives the same value, $(6-1)/20$. The entropy production is $0.25\ln6\approx0.448$ Boltzmann constants per second.

Now let the backward rates $k_{10},k_{21},k_{02}$ tend to zero with the forward rates fixed. The current tends to

$$J=\frac{k_{01}k_{12}k_{20}}{k_{12}k_{20}+k_{20}k_{01}+k_{01}k_{12}},\qquad
\frac1J=\frac1{k_{01}}+\frac1{k_{12}}+\frac1{k_{20}}.$$

The mean waiting times add up to the mean time for one turn. The current stays finite while $\sigma$ diverges, because $F/B\to\infty$.

For a three-level quantum system whose coherences can be neglected and whose six transition rates are constant and positive, the general formulas $p_i=T_i/Z$ and $J=(F-B)/Z$ give the steady populations and the circulating current. They also provide reference values for a kinetic Monte Carlo simulation of such a three-state network.
